# The steady-state dipole force on a two-level atom is minus the gradient of (ħδ/2) ln(1 + s)

A two-level atom is driven by a laser with detuning δ (laser frequency minus atomic frequency) and decays spontaneously at rate Γ > 0. Its saturation parameter is s = (Ω²/2)/(δ² + Γ²/4), where Ω is the real, position-dependent Rabi frequency. The theorem `dipoleForce_eq_neg_gradient` assumes that Ω has gradient g at the point x and that the Bloch vector is steady for the local value Ω(x). It says that the potential (ħδ/2) ln(1 + s), as a function of position at fixed δ, then has gradient ħu g at x. This is minus the dipole force, which is −ħu g, with u the in-phase dipole component of the Bloch vector. The attempt takes the derivative of the potential with respect to the Rabi frequency, which an earlier theorem gives as ħu, and applies the chain rule. It then tries to match the result to the stated gradient with `convert`.

As first written in Lean, the proof fails:

```lean
import Mathlib

open Filter Topology

namespace DipoleForceEqNegGradient

noncomputable section

/-- Rate of change of the in-phase dipole component `u`. -/
def rateU (Γ δ u v : ℝ) : ℝ := δ * v - Γ * u / 2

/-- Rate of change of the quadrature dipole component `v`. -/
def rateV (Γ δ Ω u v w : ℝ) : ℝ := -δ * u - Ω * w - Γ * v / 2

/-- Rate of change of `w`, half the population difference between excited and ground state. -/
def rateW (Γ Ω v w : ℝ) : ℝ := Ω * v - Γ * (w + 1 / 2)

/-- A Bloch vector `(u, v, w)` is steady when all three rates vanish. -/
def IsSteady (Γ δ Ω u v w : ℝ) : Prop :=
  rateU Γ δ u v = 0 ∧ rateV Γ δ Ω u v w = 0 ∧ rateW Γ Ω v w = 0

/-- The Lorentzian denominator `δ² + Γ²/4` of the weakly driven atom. -/
def lorentz (Γ δ : ℝ) : ℝ := δ ^ 2 + Γ ^ 2 / 4

/-- The power-broadened denominator `δ² + Γ²/4 + Ω²/2`. -/
def broad (Γ δ Ω : ℝ) : ℝ := lorentz Γ δ + Ω ^ 2 / 2

/-- The saturation parameter `s = (Ω²/2)/(δ² + Γ²/4)`, for `Γ` and `δ` not both zero. -/
def sat (Γ δ Ω : ℝ) : ℝ := Ω ^ 2 / 2 / lorentz Γ δ

/-- The potential `(ħδ/2) ln(1 + s)` as a function of the Rabi frequency,
for `Γ` and `δ` not both zero. -/
def dipolePotential (ħ Γ δ Ω : ℝ) : ℝ := ħ * δ / 2 * Real.log (1 + sat Γ δ Ω)

/-- Points and vectors of three-dimensional space. -/
abbrev Space3 := EuclideanSpace ℝ (Fin 3)

/-- The dipole force `-ħ u ∇Ω` on an atom with in-phase dipole `u`, where `g` is the
gradient of the Rabi frequency. -/
def dipoleForce (ħ u : ℝ) (g : Space3) : Space3 := -((ħ * u) • g)

lemma lorentz_pos {Γ : ℝ} (hΓ : 0 < Γ) (δ : ℝ) : 0 < lorentz Γ δ := by
  unfold lorentz
  positivity

lemma broad_pos {Γ : ℝ} (hΓ : 0 < Γ) (δ Ω : ℝ) : 0 < broad Γ δ Ω := by
  have hL := lorentz_pos hΓ δ
  unfold broad
  positivity

/-- For `Γ > 0`, `1 + s` is the ratio of the power-broadened to the weak-field denominator. -/
theorem one_add_sat {Γ : ℝ} (hΓ : 0 < Γ) (δ Ω : ℝ) :
    1 + sat Γ δ Ω = broad Γ δ Ω / lorentz Γ δ := by
  have hL := (lorentz_pos hΓ δ).ne'
  rw [eq_div_iff hL, sat, add_mul, div_mul_cancel₀ _ hL, one_mul, broad]

/-- For `Γ > 0` the Bloch equations have exactly one steady state, given here in closed form. -/
theorem isSteady_iff {Γ : ℝ} (hΓ : 0 < Γ) (δ Ω u v w : ℝ) :
    IsSteady Γ δ Ω u v w ↔
      u = δ * Ω / (2 * broad Γ δ Ω) ∧ v = Γ * Ω / (4 * broad Γ δ Ω) ∧
        w = -lorentz Γ δ / (2 * broad Γ δ Ω) := by
  have hD := (broad_pos hΓ δ Ω).ne'
  have hB : broad Γ δ Ω = lorentz Γ δ + Ω ^ 2 / 2 := rfl
  constructor
  · rintro ⟨e1, e2, e3⟩
    simp only [rateU, rateV, rateW] at e1 e2 e3
    -- eliminate `u` and `w` to isolate `v`
    have hv : v * (4 * broad Γ δ Ω) = Γ * Ω := by
      simp only [broad, lorentz]
      linear_combination (-2 * Γ) * e2 + 4 * δ * e1 + 2 * Ω * e3
    refine ⟨?_, ?_, ?_⟩
    · rw [eq_div_iff (mul_ne_zero two_ne_zero hD)]
      apply mul_left_cancel₀ hΓ.ne'
      linear_combination δ * hv - 4 * broad Γ δ Ω * e1
    · rw [eq_div_iff (mul_ne_zero four_ne_zero hD)]
      exact hv
    · rw [eq_div_iff (mul_ne_zero two_ne_zero hD)]
      apply mul_left_cancel₀ hΓ.ne'
      linear_combination (Ω / 2) * hv - 2 * broad Γ δ Ω * e3 - Γ * hB
  · rintro ⟨rfl, rfl, rfl⟩
    have hi : broad Γ δ Ω * (broad Γ δ Ω)⁻¹ = 1 := mul_inv_cancel₀ hD
    refine ⟨?_, ?_, ?_⟩
    · simp only [rateU]
      ring
    · simp only [rateV, lorentz]
      ring
    · simp only [rateW]
      linear_combination (Γ / 2) * hi - (Γ / 2) * (broad Γ δ Ω)⁻¹ * hB

/-- For `Γ > 0`, the derivative of the dipole potential with respect to the Rabi frequency
is `ħu`, with `u` the steady in-phase dipole. -/
theorem hasDerivAt_dipolePotential {Γ δ Ω u v w : ℝ} (ħ : ℝ) (hΓ : 0 < Γ)
    (h : IsSteady Γ δ Ω u v w) :
    HasDerivAt (dipolePotential ħ Γ δ) (ħ * u) Ω := by
  have hL := lorentz_pos hΓ δ
  have hD := broad_pos hΓ δ Ω
  obtain ⟨hu, -, -⟩ := (isSteady_iff hΓ δ Ω u v w).mp h
  have hs : HasDerivAt (fun y => sat Γ δ y) (Ω / lorentz Γ δ) Ω :=
    (((hasDerivAt_pow 2 Ω).div_const 2).div_const (lorentz Γ δ)).congr_deriv (by simp)
  have hne : 1 + sat Γ δ Ω ≠ 0 := by
    rw [one_add_sat hΓ]
    exact (div_pos hD hL).ne'
  refine (((hs.const_add 1).log hne).const_mul (ħ * δ / 2)).congr_deriv ?_
  rw [one_add_sat hΓ, hu]
  field_simp

/-- For `Γ > 0`, a Rabi frequency `Ω` with gradient `g` at `x`, and a Bloch vector that is steady
for the value `Ω x`, the dipole force `-ħ u g` is minus the gradient at `x` of `(ħδ/2) ln(1 + s)`,
taken as a function of position at fixed `δ`. -/
theorem dipoleForce_eq_neg_gradient {Γ δ u v w : ℝ} (ħ : ℝ) (hΓ : 0 < Γ)
    {Ω : Space3 → ℝ} {g x : Space3} (hΩ : HasGradientAt Ω g x)
    (h : IsSteady Γ δ (Ω x) u v w) :
    HasGradientAt (fun y => dipolePotential ħ Γ δ (Ω y)) (-dipoleForce ħ u g) x := by
  -- chain rule through the local Rabi frequency
  have hc := (hasDerivAt_dipolePotential ħ hΓ h).comp_hasFDerivAt x hΩ.hasFDerivAt
  rw [hasGradientAt_iff_hasFDerivAt, dipoleForce, neg_neg]
  convert hc using 1
  ext y
  simp [inner_smul_left]

end

end DipoleForceEqNegGradient
```

Messages:

```
Main.lean:113:83: error: unsolved goals
case e'_11
Γ δ u v w ħ : ℝ
hΓ : 0 < Γ
Ω : Space3 → ℝ
g x : Space3
hΩ : HasGradientAt Ω g x
h : IsSteady Γ δ (Ω x) u v w
hc : HasFDerivAt (dipolePotential ħ Γ δ ∘ Ω) ((ħ * u) • (InnerProductSpace.toDual ℝ Space3) g) x
⊢ (fun y => dipolePotential ħ Γ δ (Ω y)) = dipolePotential ħ Γ δ ∘ Ω

case e'_12
Γ δ u v w ħ : ℝ
hΓ : 0 < Γ
Ω : Space3 → ℝ
g x : Space3
hΩ : HasGradientAt Ω g x
h : IsSteady Γ δ (Ω x) u v w
hc : HasFDerivAt (dipolePotential ħ Γ δ ∘ Ω) ((ħ * u) • (InnerProductSpace.toDual ℝ Space3) g) x
e_9✝ : Semiring.toModule = (NormedAlgebra.toNormedSpace ℝ).toModule
⊢ (InnerProductSpace.toDual ℝ Space3) ((ħ * u) • g) = (ħ * u) • (InnerProductSpace.toDual ℝ Space3) g
Main.lean:119:8: warning: This simp argument is unused:
  inner_smul_left

Hint: Omit it from the simp argument list.
  [apply] simp

Note: This linter can be disabled with `set_option linter.unusedSimpArgs false`
```

As a diff, the version that Lean accepts:

```diff
@@ -115,7 +115,9 @@
   have hc := (hasDerivAt_dipolePotential ħ hΓ h).comp_hasFDerivAt x hΩ.hasFDerivAt
   rw [hasGradientAt_iff_hasFDerivAt, dipoleForce, neg_neg]
-  convert hc using 1
-  ext y
-  simp [inner_smul_left]
+  have hg : InnerProductSpace.toDual ℝ Space3 ((ħ * u) • g) =
+      (ħ * u) • InnerProductSpace.toDual ℝ Space3 g :=
+    ContinuousLinearMap.ext fun y => by simp
+  rw [hg]
+  exact hc
 
 end
```

Cause. The error lists two goals left open at the end of the proof. One equates the potential written as a `fun` with the composition in `hc`; the other says that `toDual` takes `(ħ * u) • g` to `(ħ * u)` times the dual of `g`. Both are true, but no tactic reached them.

`convert hc using 1` had also produced an earlier goal, evidently the equality of two module structures that appears as `e_9✝` in the second open goal. `ext y` and `simp` work on the first goal only, so they were spent on that one. This is also why Lean reports `inner_smul_left` as unused: the `simp` call never met the inner products it was meant for.

The repair drops `convert`. It proves the `toDual` identity as `hg`, by comparing the two functionals on each vector `y`, and rewrites the goal with it. `exact hc` then suffices, because the remaining differences, in the form of the function and in the module structures, hold by definition and Lean checks them by unfolding.
